# Linear constraints lower the saddle index of a symmetric Hessian by at most their number and never raise it

A relaxed scan holds a reaction coordinate fixed and optimises everything else. At one scan point the Hessian, restricted to the displacements still allowed, has no negative eigenvalue. Once the coordinate is released, how many negative eigenvalues can the full Hessian have? The same question arises when a slab calculation with frozen atoms is followed by one in which they move.

## Index bounds for $m$ linear constraints

Let $H$ be a real symmetric $n\times n$ Hessian with $p$ negative eigenvalues, counted with multiplicity. Let $C$ be an $m\times n$ matrix of rank $r$, and let the allowed displacements be those with $Cx=0$. Write $q$ for the largest dimension of a subspace of $\ker C$ on which $x\cdot Hx<0$ for every nonzero $x$. Then

$$p-r\le q\le p,\qquad\text{and hence}\qquad p-m\le q\le p .$$

The version with $r$ is sharper when constraints are redundant. In the scan above $q=0$ and $m=1$, so the full Hessian has at most one negative eigenvalue. Here $q=0$ is the condition assumed on the restricted Hessian. If the fixed coordinate is curved, such as a bond length in Cartesian coordinates, a relaxed geometry need not satisfy it.

## Projected Hessians and constrained minima

One way to obtain $q$ numerically is to diagonalise $Z^{T}HZ$, where the columns of $Z$ are an orthonormal basis of $\ker C$, and to count the negative eigenvalues. That this count equals $q$ is standard linear algebra, used here without a formal proof.

If the full Hessian is also available, the two counts must satisfy the bounds. Possible causes of a violation include a faulty projection, a miscounted set of constraints, a Hessian that was not symmetrised, or eigenvalues so close to zero that their computed signs are unreliable.

For transition-state searches on electronic-structure surfaces, the bound limits how many negative modes a constrained minimum can hide, provided that the constraints are linear and the Hessian is a finite real symmetric matrix. It concerns curvature only: the released geometry may still have a nonzero gradient, and then $p$ is not the order of a stationary point.

## Counting dimensions in normal modes

Let $v_i$ be orthonormal eigenvectors, $Hv_i=\lambda_i v_i$, and let $a_i=x\cdot v_i$ be the amplitudes of $x$. By symmetry, $v_i\cdot Hx=(Hv_i)\cdot x=\lambda_i a_i$, so

$$x\cdot Hx=\sum_i (x\cdot v_i)(v_i\cdot Hx)=\sum_i\lambda_i a_i^2 .$$

**Upper bound.** Let $W$ be a subspace on which the curvature is negative. Send each $x\in W$ to its $p$ amplitudes along the modes with $\lambda_i<0$. If these all vanish, then $x\cdot Hx=\sum_{\lambda_i\ge0}\lambda_i a_i^2\ge0$, which forces $x=0$. The map is linear and injective, so $\dim W\le p$. Hence $q\le p$.

**Lower bound.** Let $N$ be the space of vectors with $a_i=0$ whenever $\lambda_i\ge0$. These are $n-p$ linear conditions, so $\dim N\ge p$. If $x\in N$ is nonzero, then $x\cdot x=\sum_i a_i^2>0$, so some $a_j\ne0$. Its eigenvalue must be negative, and no other term of $\sum_i\lambda_i a_i^2$ is positive, so $x\cdot Hx<0$. Since $\dim\ker C=n-r$,

$$\dim(N\cap\ker C)=\dim N+\dim\ker C-\dim(N+\ker C)\ge p+(n-r)-n=p-r .$$

This intersection is an admissible subspace, so $q\ge p-r\ge p-m$.

**Zero index.** A single allowed $x$ with $x\cdot Hx<0$ spans a line of negative curvature, because $(ax)\cdot H(ax)=a^2\,x\cdot Hx$. Thus $q=0$ exactly when $x\cdot Hx\ge0$ on all of $\ker C$, and in that case $p\le r$.

**Both ends occur.** Take $H=\mathrm{diag}(-1,1)$ with coordinates $x_0,x_1$, so that $p=1$ and $x\cdot Hx=x_1^2-x_0^2$. Freezing $x_0$ leaves $x_1^2\ge0$ and gives $q=0$. Freezing $x_1$ leaves $-x_0^2$ and gives $q=1$.

## The bounds and the two-coordinate saddle in Lean

```lean
import Mathlib

open Matrix Module

namespace ConstrainedSaddleIndex

noncomputable section

variable {n m : Type*} [Fintype n]

/-- The curvature `x · H x` is negative for every nonzero displacement `x` in `W`. -/
def NegativeOn (H : Matrix n n ℝ) (W : Submodule ℝ (n → ℝ)) : Prop :=
  ∀ x ∈ W, x ≠ 0 → x ⬝ᵥ H *ᵥ x < 0

/-- The dimensions of the subspaces of `ker C` on which the curvature is negative. -/
def negativeDims (H : Matrix n n ℝ) (C : Matrix m n ℝ) : Set ℕ :=
  {d | ∃ W : Submodule ℝ (n → ℝ),
    W ≤ LinearMap.ker C.mulVecLin ∧ NegativeOn H W ∧ finrank ℝ W = d}

/-- The constrained saddle index: the supremum of the dimensions of subspaces of `ker C` on
which the curvature is negative. -/
def constrainedIndex (H : Matrix n n ℝ) (C : Matrix m n ℝ) : ℕ :=
  sSup (negativeDims H C)

/-- The constrained index is attained: it is the largest dimension of a subspace of `ker C` on
which the curvature is negative. -/
theorem constrainedIndex_isGreatest (H : Matrix n n ℝ) (C : Matrix m n ℝ) :
    IsGreatest (negativeDims H C) (constrainedIndex H C) := by
  have hne : (negativeDims H C).Nonempty :=
    ⟨0, ⊥, bot_le, fun x hx h0 => absurd ((Submodule.mem_bot ℝ).1 hx) h0, finrank_bot ℝ _⟩
  have hbdd : BddAbove (negativeDims H C) := by
    refine ⟨finrank ℝ (n → ℝ), ?_⟩
    rintro d ⟨W, -, -, rfl⟩
    exact W.finrank_le
  exact ⟨Nat.sSup_mem hne hbdd, fun d hd => le_csSup hbdd hd⟩

/-- The constrained index is zero exactly when the curvature is nonnegative along every
displacement allowed by the constraints. -/
theorem constrainedIndex_eq_zero_iff (H : Matrix n n ℝ) (C : Matrix m n ℝ) :
    constrainedIndex H C = 0 ↔ ∀ x, C *ᵥ x = 0 → 0 ≤ x ⬝ᵥ H *ᵥ x := by
  constructor
  · intro h x hx
    by_contra hlt
    rw [not_le] at hlt
    have hx0 : x ≠ 0 := by
      rintro rfl
      simp at hlt
    -- a single direction of negative curvature spans a negative line
    have hmem : 1 ∈ negativeDims H C := by
      refine ⟨Submodule.span ℝ {x}, ?_, ?_, finrank_span_singleton hx0⟩
      · rw [Submodule.span_singleton_le_iff_mem]
        exact hx
      · intro y hy hy0
        obtain ⟨a, rfl⟩ := Submodule.mem_span_singleton.mp hy
        have ha : a ≠ 0 := by
          rintro rfl
          simp at hy0
        rw [Matrix.mulVec_smul, smul_dotProduct, dotProduct_smul, smul_eq_mul, smul_eq_mul,
          ← mul_assoc]
        exact mul_neg_of_pos_of_neg (mul_self_pos.mpr ha) hlt
    have := (constrainedIndex_isGreatest H C).2 hmem
    omega
  · intro h
    obtain ⟨W, hW, hneg, hd⟩ := (constrainedIndex_isGreatest H C).1
    have hbot : W = ⊥ := (Submodule.eq_bot_iff W).2 fun x hx => by
      by_contra h0
      exact absurd (hneg x hx h0) (not_lt_of_ge (h x (hW hx)))
    rw [← hd, hbot, finrank_bot]

variable [DecidableEq n] {H : Matrix n n ℝ}

/-- The saddle index of a symmetric Hessian: its number of negative eigenvalues, counted with
multiplicity. -/
def saddleIndex (hH : H.IsHermitian) : ℕ :=
  Fintype.card {i // hH.eigenvalues i < 0}

/-- The `i`-th normal mode, a member of an orthonormal eigenbasis of the Hessian. -/
def mode (hH : H.IsHermitian) (i : n) : n → ℝ := (hH.eigenvectorBasis i).ofLp

/-- The amplitudes of a displacement along the normal modes selected by `s`. -/
def amplitudes (hH : H.IsHermitian) (s : n → Prop) : (n → ℝ) →ₗ[ℝ] ({i // s i} → ℝ) where
  toFun x i := x ⬝ᵥ mode hH i
  map_add' x y := by
    ext i
    simp [add_dotProduct]
  map_smul' a x := by
    ext i
    simp [smul_dotProduct]

/-- The scalar product of two displacements is the sum of the products of their amplitudes
along the normal modes. -/
theorem dotProduct_eq_sum_modes (hH : H.IsHermitian) (x y : n → ℝ) :
    x ⬝ᵥ y = ∑ i, (x ⬝ᵥ mode hH i) * (mode hH i ⬝ᵥ y) := by
  have ip : ∀ u v : EuclideanSpace ℝ n, inner ℝ u v = u.ofLp ⬝ᵥ v.ofLp := by
    intro u v
    simp [PiLp.inner_apply, dotProduct, mul_comm]
  have h := hH.eigenvectorBasis.sum_inner_mul_inner (WithLp.toLp 2 x) (WithLp.toLp 2 y)
  simp only [ip] at h
  exact h.symm

/-- In the normal modes of a symmetric Hessian, the curvature is the sum of the eigenvalues times
the squared amplitudes. -/
theorem curvature_eq_sum_modes (hH : H.IsHermitian) (x : n → ℝ) :
    x ⬝ᵥ H *ᵥ x = ∑ i, hH.eigenvalues i * (x ⬝ᵥ mode hH i) ^ 2 := by
  rw [dotProduct_eq_sum_modes hH x (H *ᵥ x)]
  refine Finset.sum_congr rfl fun i _ => ?_
  have he : H *ᵥ mode hH i = hH.eigenvalues i • mode hH i := hH.mulVec_eigenvectorBasis i
  have hT : Hᵀ = H := by
    rw [← Matrix.conjTranspose_eq_transpose_of_trivial]
    exact hH.eq
  have hs : mode hH i ⬝ᵥ H *ᵥ x = hH.eigenvalues i * (x ⬝ᵥ mode hH i) := by
    rw [Matrix.dotProduct_mulVec, ← Matrix.mulVec_transpose, hT, he, smul_dotProduct,
      smul_eq_mul, dotProduct_comm (mode hH i) x]
  rw [hs]
  ring

/-- For a symmetric Hessian, a subspace on which the curvature is negative has dimension at most the
saddle index. -/
theorem finrank_le_saddleIndex (hH : H.IsHermitian) {W : Submodule ℝ (n → ℝ)}
    (hW : NegativeOn H W) : finrank ℝ W ≤ saddleIndex hH := by
  -- amplitudes along the negative modes determine a vector of `W`
  have hinj : Function.Injective
      ((amplitudes hH (fun i => hH.eigenvalues i < 0)).domRestrict W) := by
    rw [← LinearMap.ker_eq_bot, LinearMap.ker_eq_bot']
    intro x hx
    by_contra h0
    have hneg := hW x x.2 (fun h => h0 (Subtype.ext h))
    rw [curvature_eq_sum_modes hH] at hneg
    refine absurd hneg (not_lt_of_ge (Finset.sum_nonneg fun i _ => ?_))
    by_cases hi : hH.eigenvalues i < 0
    · have hc : (x : n → ℝ) ⬝ᵥ mode hH i = 0 := congrFun hx ⟨i, hi⟩
      simp [hc]
    · exact mul_nonneg (not_lt.mp hi) (sq_nonneg _)
  exact (LinearMap.finrank_le_finrank_of_injective hinj).trans_eq
    (Module.finrank_fintype_fun_eq_card ℝ)

/-- For a symmetric Hessian, some subspace of `ker C` has negative curvature and a dimension that
falls short of the saddle index by at most the rank of `C`. -/
theorem exists_negative_subspace (hH : H.IsHermitian) (C : Matrix m n ℝ) :
    ∃ W : Submodule ℝ (n → ℝ), W ≤ LinearMap.ker C.mulVecLin ∧ NegativeOn H W ∧
      saddleIndex hH ≤ finrank ℝ W + C.rank := by
  obtain ⟨S, hS⟩ : ∃ S, S = amplitudes hH (fun i => ¬ hH.eigenvalues i < 0) := ⟨_, rfl⟩
  refine ⟨LinearMap.ker S ⊓ LinearMap.ker C.mulVecLin, inf_le_right, ?_, ?_⟩
  · intro x hx hx0
    have hSx : S x = 0 := LinearMap.mem_ker.mp hx.1
    have hc : ∀ i, ¬ hH.eigenvalues i < 0 → x ⬝ᵥ mode hH i = 0 := by
      intro i hi
      rw [hS] at hSx
      exact congrFun hSx ⟨i, hi⟩
    -- a nonzero displacement has a nonzero amplitude somewhere
    obtain ⟨j, hj⟩ : ∃ j, x ⬝ᵥ mode hH j ≠ 0 := by
      by_contra hall
      push Not at hall
      apply hx0
      apply dotProduct_self_eq_zero.mp
      rw [dotProduct_eq_sum_modes hH x x]
      exact Finset.sum_eq_zero fun i _ => by rw [hall i, zero_mul]
    have hjn : hH.eigenvalues j < 0 := by
      by_contra h
      exact hj (hc j h)
    rw [curvature_eq_sum_modes hH]
    calc ∑ i, hH.eigenvalues i * (x ⬝ᵥ mode hH i) ^ 2 < ∑ _i : n, (0 : ℝ) := by
          refine Finset.sum_lt_sum (fun i _ => ?_) ⟨j, Finset.mem_univ j, ?_⟩
          · by_cases hi : hH.eigenvalues i < 0
            · exact mul_nonpos_of_nonpos_of_nonneg hi.le (sq_nonneg _)
            · simp [hc i hi]
          · exact mul_neg_of_neg_of_pos hjn (by positivity)
      _ = 0 := by simp
  · -- dimension count for the intersection of the two kernels
    have h1 := S.finrank_range_add_finrank_ker
    have h2 := (LinearMap.range S).finrank_le
    have h3 : C.rank + finrank ℝ (LinearMap.ker C.mulVecLin) = finrank ℝ (n → ℝ) :=
      C.mulVecLin.finrank_range_add_finrank_ker
    have h4 := Submodule.finrank_sup_add_finrank_inf_eq
      (LinearMap.ker S) (LinearMap.ker C.mulVecLin)
    have h5 := (LinearMap.ker S ⊔ LinearMap.ker C.mulVecLin).finrank_le
    have h6 := Fintype.card_subtype_compl (fun i => hH.eigenvalues i < 0)
    have h7 := Fintype.card_subtype_le (fun i => hH.eigenvalues i < 0)
    rw [Module.finrank_fintype_fun_eq_card] at h1 h2 h3 h5
    unfold saddleIndex
    omega

/-- Constraints lower the saddle index of a symmetric Hessian by at most the rank of the
constraint matrix, and never raise it. -/
theorem saddleIndex_rank_bounds (hH : H.IsHermitian) (C : Matrix m n ℝ) :
    saddleIndex hH ≤ constrainedIndex H C + C.rank ∧
      constrainedIndex H C ≤ saddleIndex hH := by
  constructor
  · obtain ⟨W, hW, hneg, hd⟩ := exists_negative_subspace hH C
    have := (constrainedIndex_isGreatest H C).2 ⟨W, hW, hneg, rfl⟩
    omega
  · obtain ⟨W, -, hneg, hd⟩ := (constrainedIndex_isGreatest H C).1
    rw [← hd]
    exact finrank_le_saddleIndex hH hneg

/-- For a symmetric Hessian with `p` negative eigenvalues and `m` linear constraints, the
constrained index `q` satisfies `p - m ≤ q ≤ p`. -/
theorem saddleIndex_bounds [Fintype m] (hH : H.IsHermitian) (C : Matrix m n ℝ) :
    (saddleIndex hH : ℤ) - Fintype.card m ≤ constrainedIndex H C ∧
      constrainedIndex H C ≤ saddleIndex hH := by
  have h := saddleIndex_rank_bounds hH C
  have hr := C.rank_le_card_height
  exact ⟨by omega, h.2⟩

/-- If the curvature is nonnegative along all displacements allowed by the constraints, the
symmetric Hessian has at most `rank C` negative eigenvalues. -/
theorem saddleIndex_le_rank (hH : H.IsHermitian) (C : Matrix m n ℝ)
    (hmin : ∀ x, C *ᵥ x = 0 → 0 ≤ x ⬝ᵥ H *ᵥ x) : saddleIndex hH ≤ C.rank := by
  have h := (saddleIndex_rank_bounds hH C).1
  rwa [(constrainedIndex_eq_zero_iff H C).2 hmin, zero_add] at h

/-- The Hessian `diag(-1, 1)` of a saddle in two coordinates. -/
def saddle : Matrix (Fin 2) (Fin 2) ℝ := !![-1, 0; 0, 1]

/-- The Hessian `diag(-1, 1)` is symmetric. -/
theorem saddle_isHermitian : saddle.IsHermitian := by
  refine Matrix.IsHermitian.ext fun i j => ?_
  fin_cases i <;> fin_cases j <;> simp [saddle]

/-- Both bounds are attained with one constraint: `diag(-1, 1)` has saddle index 1, and its
constrained index is 0 when the first coordinate is frozen and 1 when the second is. -/
theorem saddle_bounds_sharp :
    saddleIndex saddle_isHermitian = 1 ∧
      constrainedIndex saddle (!![1, 0] : Matrix (Fin 1) (Fin 2) ℝ) = 0 ∧
      constrainedIndex saddle (!![0, 1] : Matrix (Fin 1) (Fin 2) ℝ) = 1 := by
  have e : ∀ x : Fin 2 → ℝ, x ⬝ᵥ saddle *ᵥ x = x 1 ^ 2 - x 0 ^ 2 := by
    intro x
    simp [saddle, Matrix.mulVec, dotProduct, Fin.sum_univ_two]
    ring
  have q1 : constrainedIndex saddle (!![1, 0] : Matrix (Fin 1) (Fin 2) ℝ) = 0 := by
    rw [constrainedIndex_eq_zero_iff]
    intro x hx
    have h0 : x 0 = 0 := by
      simpa [Matrix.mulVec, dotProduct, Fin.sum_univ_two] using congrFun hx 0
    rw [e, h0]
    nlinarith [sq_nonneg (x 1)]
  have q2 : constrainedIndex saddle (!![0, 1] : Matrix (Fin 1) (Fin 2) ℝ) ≠ 0 := by
    intro h
    have hx := (constrainedIndex_eq_zero_iff _ _).1 h ![1, 0] (by
      ext i
      fin_cases i
      simp [Matrix.mulVec, dotProduct, Fin.sum_univ_two])
    rw [e] at hx
    norm_num at hx
  have b1 := saddleIndex_bounds saddle_isHermitian (!![1, 0] : Matrix (Fin 1) (Fin 2) ℝ)
  have b2 := saddleIndex_bounds saddle_isHermitian (!![0, 1] : Matrix (Fin 1) (Fin 2) ℝ)
  rw [Fintype.card_fin] at b1 b2
  omega

end

end ConstrainedSaddleIndex
```

```lean
#print axioms ConstrainedSaddleIndex.saddleIndex_rank_bounds
-- 'ConstrainedSaddleIndex.saddleIndex_rank_bounds' depends on axioms: [propext, Classical.choice, Quot.sound]
#print axioms ConstrainedSaddleIndex.saddleIndex_le_rank
-- 'ConstrainedSaddleIndex.saddleIndex_le_rank' depends on axioms: [propext, Classical.choice, Quot.sound]
#print axioms ConstrainedSaddleIndex.saddle_bounds_sharp
-- 'ConstrainedSaddleIndex.saddle_bounds_sharp' depends on axioms: [propext, Classical.choice, Quot.sound]
```

## Symmetric matrices, linear constraints and curved ones

The main theorem, `saddleIndex_bounds`, says that for every real symmetric `H` and every real `C` with finitely many rows, the integer $p-m$ is at most $q$, and $q$ is at most $p$. `saddleIndex_rank_bounds` is the version with the rank. The objects correspond as follows:

- `n` and `m` are finite index types in the main theorem; the numbers $n$ and $m$ above are their sizes.
- `H.IsHermitian` means symmetric, since the entries are real.
- `x ⬝ᵥ H *ᵥ x` is $x\cdot Hx$ for a displacement of any length. The curvature along the unit vector is this value divided by $x\cdot x$, with the same sign.
- `saddleIndex` is $p$. It counts strictly negative eigenvalues, so zero modes such as free translations do not contribute.
- `constrainedIndex` is $q$, defined as a supremum; `constrainedIndex_isGreatest` shows that a subspace attains it.
- `mode` is an eigenvector of whatever `H` is supplied. It is a vibrational normal mode in the usual sense only if `H` is mass-weighted, and then `C` must refer to the same mass-weighted coordinates.

The step left to the user is the passage from curved constraints to linear ones. Frozen Cartesian coordinates are linear already. For a fixed bond length or dihedral, $C$ is the Jacobian of the constraints at the current geometry. If that geometry is relaxed under the constraints and the constraint gradients are linearly independent, the second-order behaviour along the constraint surface is governed by the Hessian of the Lagrangian, which includes the multipliers times the second derivatives of the constraints. The bounds apply with that matrix as $H$, but $p$ then counts its negative eigenvalues and not those of the energy Hessian.

### From the lemmas to the bounds

`dotProduct_eq_sum_modes` expands a scalar product in the eigenbasis, and `curvature_eq_sum_modes` combines it with symmetry to give $\sum_i\lambda_i a_i^2$. In `finrank_le_saddleIndex`, the linear map `amplitudes` is restricted to $W$ and shown to have zero kernel, which is the injectivity argument of the upper bound. `exists_negative_subspace` builds $N\cap\ker C$ as an intersection of two kernels, and `saddleIndex_rank_bounds` joins the two halves. `saddleIndex_bounds` then replaces the rank by the number of rows.

`constrainedIndex_eq_zero_iff` is the line argument, and `saddleIndex_le_rank` puts $q=0$ into the rank bound. In `saddle_bounds_sharp` the eigenvalues of $\mathrm{diag}(-1,1)$ are never computed. The first constraint gives $q=0$ and so $p\le1$; the second gives $q\ne0$ and so $p\ge1$. The bounds themselves therefore fix $p=1$.

### The dimension formula as an equation between sums

The lower bound rests on `Submodule.finrank_sup_add_finrank_inf_eq`, which states $\dim(A+B)+\dim(A\cap B)=\dim A+\dim B$. The symbol `⊔` denotes the sum of subspaces, not their union. Mathlib writes the formula without subtraction, which suits natural numbers, where a difference is cut off at zero. The other ingredients are rank–nullity for both maps, the bound $\dim(A+B)\le n$, and the fact that $N$ is cut out by $n-p$ conditions, so that the range of the first map has dimension at most $n-p$. All of these are linear relations between whole numbers, and the tactic `omega` derives the required inequality from them, treating each dimension as an unknown.

### A matrix with positive eigenvalues and negative curvature

Symmetry cannot be weakened to diagonalisability with real eigenvalues. Take

$$A=\begin{pmatrix}1&6\\0&2\end{pmatrix},\qquad x=\begin{pmatrix}1\\-1\end{pmatrix},\qquad x\cdot Ax=1-6+2=-3 .$$

The eigenvalues are $1$ and $2$, so $p=0$, yet without any constraint $q\ge1$: the upper bound fails. For $-A$ the eigenvalues are $-1$ and $-2$, so $p=2$, but $x\cdot(-A)x=3$ rules out $q=2$, and the lower bound fails. A finite-difference Hessian should therefore be symmetrised before its negative eigenvalues are counted. This leaves $x\cdot Hx$ unchanged, because the antisymmetric part contributes nothing to it.
